# With amplitudes R3 for j = 3/2 and R1 ≠ 0 for j = 1/2, a p electron starting in m = 1 has the spin-summed intensity ratio 2(R3/R1)²

A single p electron with spin starts in the orbital state m = 1, and the operator R3 P(3/2) + R1 P(1/2), with real R3 and R1, multiplies its j = 3/2 and j = 1/2 parts by different amplitudes. The intensity in each channel is the squared norm of the excited state's projection onto that j, summed over initial spin up and spin down. `intensity_ratio` states that for R1 ≠ 0 the j = 1/2 intensity is positive and the ratio of the j = 3/2 intensity to it is 2(R3/R1)². The initial states are normalised but the excited ones in general are not; as shares of the total intensity, the channels have 2R3²/(2R3² + R1²) and R1²/(2R3² + R1²). The proof inserts the intensities 4R3²/3 and 2R1²/3 from `j_intensities`, gets positivity from `positivity`, and leaves the ratio to `field_simp` and `norm_num`.

An attempt in Lean 4 with a fault in it:

```lean
import Mathlib

open Matrix

namespace IntensityRatio

noncomputable section

/-- A state of a p electron with spin, as its table of real coefficients: rows are
m = 1, 0, -1 and columns are spin up, spin down. -/
abbrev State := Matrix (Fin 3) (Fin 2) ℝ

/-- The orbital raising operator for l = 1. -/
def Lp : Matrix (Fin 3) (Fin 3) ℝ := !![0, √2, 0; 0, 0, √2; 0, 0, 0]

/-- The orbital z component for l = 1. -/
def Lz : Matrix (Fin 3) (Fin 3) ℝ := !![1, 0, 0; 0, 0, 0; 0, 0, -1]

/-- The spin raising operator. -/
def Sp : Matrix (Fin 2) (Fin 2) ℝ := !![0, 1; 0, 0]

/-- The spin z component. -/
def Sz : Matrix (Fin 2) (Fin 2) ℝ := !![1/2, 0; 0, -1/2]

/-- The sum of an orbital operator and a spin operator, acting on a state. -/
def total (L : Matrix (Fin 3) (Fin 3) ℝ) (S : Matrix (Fin 2) (Fin 2) ℝ) (C : State) : State :=
  L * C + C * Sᵀ

/-- The squared total angular momentum, J² = J₋J₊ + Jz² + Jz. -/
def Jsq (C : State) : State :=
  total Lpᵀ Spᵀ (total Lp Sp C) + total Lz Sz (total Lz Sz C) + total Lz Sz C

/-- The projector P(3/2), as a polynomial in J². -/
def P3 (C : State) : State := (1/3 : ℝ) • (Jsq C - (3/4 : ℝ) • C)

/-- The projector P(1/2), as a polynomial in J². -/
def P1 (C : State) : State := (1/3 : ℝ) • ((15/4 : ℝ) • C - Jsq C)

/-- The excitation operator R3 P(3/2) + R1 P(1/2). -/
def excite (R3 R1 : ℝ) (C : State) : State := R3 • P3 C + R1 • P1 C

/-- The state with m = 1 and spin up. -/
def ketUp : State := !![1, 0; 0, 0; 0, 0]

/-- The state with m = 1 and spin down. -/
def ketDown : State := !![0, 1; 0, 0; 0, 0]

/-- The squared norm of a state. -/
def weight (C : State) : ℝ := ∑ m, ∑ s, C m s ^ 2

/-- The intensity in the j = 3/2 channel, summed over the two initial spins. -/
def intensity3 (R3 R1 : ℝ) : ℝ :=
  weight (P3 (excite R3 R1 ketUp)) + weight (P3 (excite R3 R1 ketDown))

/-- The intensity in the j = 1/2 channel, summed over the two initial spins. -/
def intensity1 (R3 R1 : ℝ) : ℝ :=
  weight (P1 (excite R3 R1 ketUp)) + weight (P1 (excite R3 R1 ketDown))

/-- The action of J² on the coefficients: it mixes only states with the same m + m_s. -/
theorem Jsq_eq (C : State) : Jsq C =
    !![15/4 * C 0 0, 7/4 * C 0 1 + √2 * C 1 0;
       √2 * C 0 1 + 11/4 * C 1 0, 11/4 * C 1 1 + √2 * C 2 0;
       √2 * C 1 1 + 7/4 * C 2 0, 15/4 * C 2 1] := by
  have h : √2 ^ 2 = (2 : ℝ) := Real.sq_sqrt (by norm_num)
  have ht : ∀ (L : Matrix (Fin 3) (Fin 3) ℝ) (S : Matrix (Fin 2) (Fin 2) ℝ) (D : State)
      (i : Fin 3) (j : Fin 2),
      total L S D i j = ∑ k, L i k * D k j + ∑ t, D i t * S j t := by
    intro L S D i j
    simp only [total, Matrix.add_apply, Matrix.mul_apply, Matrix.transpose_apply]
  ext i j
  -- write all products as sums before inserting the matrix entries
  simp only [Jsq, Matrix.add_apply, ht, Matrix.transpose_apply, Fin.sum_univ_three,
    Fin.sum_univ_two]
  fin_cases i <;> fin_cases j <;> simp [Lp, Lz, Sp, Sz] <;> grind

/-- The spin-up state is only scaled by R3, while the spin-down state acquires a
spin-flipped part with m = 0, proportional to R3 - R1. -/
theorem excite_kets (R3 R1 : ℝ) :
    excite R3 R1 ketUp = !![R3, 0; 0, 0; 0, 0] ∧
    excite R3 R1 ketDown = !![0, (R3 + 2 * R1) / 3; √2 * (R3 - R1) / 3, 0; 0, 0] := by
  constructor <;> ext i j <;> fin_cases i <;> fin_cases j <;>
    simp [excite, P3, P1, Jsq_eq, ketUp, ketDown] <;> grind

/-- The intensities in the two j channels are 4 R3²/3 and 2 R1²/3. -/
theorem j_intensities (R3 R1 : ℝ) :
    intensity3 R3 R1 = 4/3 * R3 ^ 2 ∧ intensity1 R3 R1 = 2/3 * R1 ^ 2 := by
  have h : √2 ^ 2 = (2 : ℝ) := Real.sq_sqrt (by norm_num)
  obtain ⟨hu, hd⟩ := excite_kets R3 R1
  constructor
  · simp [intensity3, hu, hd, weight, P3, Jsq_eq, Fin.sum_univ_three, Fin.sum_univ_two]
    grind
  · simp [intensity1, hu, hd, weight, P1, Jsq_eq, Fin.sum_univ_three, Fin.sum_univ_two]
    grind

/-- For R1 nonzero the j = 1/2 channel has positive intensity, and the intensity ratio of
j = 3/2 to j = 1/2 is 2 (R3/R1)². -/
theorem intensity_ratio (R3 R1 : ℝ) (h1 : R1 ≠ 0) :
    0 < intensity1 R3 R1 ∧ intensity3 R3 R1 / intensity1 R3 R1 = 2 * (R3 / R1) ^ 2 := by
  obtain ⟨h3, h2⟩ := j_intensities R3 R1
  rw [h3, h2]
  refine ⟨by positivity, ?_⟩
  field_simp
  norm_num

end

end IntensityRatio
```

Lean reports:

```
Main.lean:98:86: error: unsolved goals
R3 R1 : ℝ
h1 : R1 ≠ 0
h3 : intensity3 R3 R1 = 4 / 3 * R3 ^ 2
h2 : intensity1 R3 R1 = 2 / 3 * R1 ^ 2
⊢ 4 * R3 ^ 2 = R3 ^ 2 * 4
```

Diagnosis. The one error, `unsolved goals`, says that the proof ends with something still to prove, namely `4 * R3 ^ 2 = R3 ^ 2 * 4`. This equation is true, and its two sides differ only in the order of the factors. The physics and the intensities are therefore not at fault.

By this point `field_simp` has cleared the denominators, and R1 no longer appears. `norm_num` then evaluates numerals and simplifies, but it does not in general reorder products to bring both sides to a common form. Here it stops at the equation shown without closing it.

The diff replaces `norm_num` with `ring`, which proves identities that follow from the laws of commutative rings. It does the arithmetic with the numerals and also takes account of the commutativity of multiplication, so it closes the goal that `field_simp` leaves.

This version goes through:

```diff
@@ -101,5 +101,5 @@
   refine ⟨by positivity, ?_⟩
   field_simp
-  norm_num
+  ring
 
 end
```
